# As p → 0 and α → 1, the exchange term c zᵐp/(1+z²)² is of order p³ in TPSS (m = 2) and p⁴ in revTPSS (m = 3)

In a slowly varying electron density, the exchange energy has an expansion in density gradients, and a semilocal functional can be built to reproduce its low orders. Terms included for other purposes then contaminate the higher orders. In TPSS-type exchange one such term is

$$T_m=\frac{c\,z^m}{(1+z^2)^2}\,p,\qquad z=\frac{\tau_W}{\tau},$$

with $m=2$ in TPSS and $m=3$ in revTPSS. Here $p$ is the squared reduced density gradient, $\tau=\tfrac12\sum_i|\nabla\varphi_i|^2$ the kinetic energy density of the occupied spin orbitals $\varphi_i$ in atomic units, and $\tau_W$ its von Weizsäcker form. The term is one summand in the numerator of a variable $x$, from which the exchange enhancement factor $F_x=1+\kappa-\kappa/(1+x/\kappa)$ is computed with a constant $\kappa>0$. The constant $c$ sets the size of this term; the two functionals use different values.

## Counting powers of p

Let $n$ be the density of a spin-unpolarised system, $g=|\nabla n|$, and $\tau_{\rm unif}$ the kinetic energy density of the spin-unpolarised uniform gas. In atomic units,

$$\tau_W=\frac{g^2}{8n},\quad \tau_{\rm unif}=\tfrac{3}{10}(3\pi^2)^{2/3}n^{5/3},\quad p=\frac{g^2}{4(3\pi^2)^{2/3}n^{8/3}},$$

so that $\tau_W/\tau_{\rm unif}=5p/3$. With $\alpha=(\tau-\tau_W)/\tau_{\rm unif}$ we have $\tau/\tau_{\rm unif}=5p/3+\alpha$, and therefore

$$z=\frac{5p}{5p+3\alpha}=p\,q,\qquad q=\frac{5}{5p+3\alpha}.$$

Let $p\to0^+$ and $\alpha\to a>0$. Then $q\to5/(3a)$ and $z\to0$, so

$$\frac{T_m}{p^{m+1}}=\frac{c\,q^m}{(1+z^2)^2}\longrightarrow c\left(\frac{5}{3a}\right)^m.$$

At $a=1$ the limit is $c(5/3)^m$. Raising the exponent by one gives $T_{m+1}/p^{m+1}=p\,(T_{m+1}/p^{m+2})\to0$. For $c>0$, $T_m/p^{m+2}=(T_m/p^{m+1})/p\to\infty$, so the order of $T_m$ is exactly $m+1$.

The outer factor $p$ counts too: reading the order from $z^m$ alone would assign the TPSS term order $p^2$ instead of $p^3$. The delay is one power of $p$, which is two powers of the gradient.

## Densities and dimensionless variables in Lean

```lean
import Mathlib

open Filter Topology

namespace TPSSGradientContamination

noncomputable section
```

The first definitions take real numbers `n`, `g` and `τ`, the values at one point in space. The constant in `tauUnif` is that of the spin-unpolarised gas.

```lean
/-- The von Weizsäcker kinetic energy density `|∇n|²/(8n)` for density `n > 0` and
gradient norm `g`. -/
def tauW (n g : ℝ) : ℝ := g ^ 2 / (8 * n)

/-- The kinetic energy density of the uniform electron gas of density `n > 0`. -/
def tauUnif (n : ℝ) : ℝ :=
  3 / 10 * (3 * Real.pi ^ 2) ^ (2 / 3 : ℝ) * n ^ (5 / 3 : ℝ)

/-- The squared reduced density gradient `p = s²`, for density `n > 0` and gradient norm `g`. -/
def reducedP (n g : ℝ) : ℝ :=
  g ^ 2 / (4 * (3 * Real.pi ^ 2) ^ (2 / 3 : ℝ) * n ^ (8 / 3 : ℝ))

/-- The iso-orbital indicator `α = (τ - τ_W)/τ_unif`, for density `n > 0`. -/
def isoOrbital (n g τ : ℝ) : ℝ := (τ - tauW n g) / tauUnif n
```

The ratio and the exchange term are functions of `p` and `α` alone.

```lean
/-- The ratio `z = τ_W/τ` as a function of `p` and `α`, for `5p + 3α ≠ 0`. -/
def zRatio (p α : ℝ) : ℝ := 5 * p / (5 * p + 3 * α)

/-- The term `c z^m/(1+z²)² · p` of TPSS-type exchange, for `5p + 3α ≠ 0`;
TPSS has `m = 2` and revTPSS has `m = 3`. -/
def zTerm (c : ℝ) (m : ℕ) (p α : ℝ) : ℝ :=
  c * zRatio p α ^ m / (1 + zRatio p α ^ 2) ^ 2 * p
```

The next theorem connects the two descriptions: for $n>0$ and $\tau\neq0$, $\tau_W=z\,\tau$. In the proof, `hnum` is the relation $5p=3\tau_W/\tau_{\rm unif}$ and `hden` is $5p+3\alpha=3\tau/\tau_{\rm unif}$; their quotient is $z$.

```lean
/-- For positive density and nonzero `τ`, the von Weizsäcker density is the fraction
`z(p, α)` of `τ`. -/
theorem tauW_eq_zRatio_mul {n g τ : ℝ} (hn : 0 < n) (hτ : τ ≠ 0) :
    tauW n g = zRatio (reducedP n g) (isoOrbital n g τ) * τ := by
  have hU : tauUnif n ≠ 0 := by
    unfold tauUnif
    positivity
  have hn8 : n ^ (8 / 3 : ℝ) = n * n ^ (5 / 3 : ℝ) := by
    rw [show (8 / 3 : ℝ) = 1 + 5 / 3 by norm_num, Real.rpow_add hn, Real.rpow_one]
  -- the von Weizsäcker density in units of the uniform gas is 5p/3
  have hnum : 5 * reducedP n g = 3 * tauW n g / tauUnif n := by
    unfold reducedP tauW tauUnif
    rw [hn8]
    ring
  have hden : 5 * reducedP n g + 3 * isoOrbital n g τ = 3 * τ / tauUnif n := by
    rw [hnum, isoOrbital]
    ring
  rw [zRatio, hden, hnum]
  field_simp
```

## The leading order and its coefficient

Here `p` and `α` are real functions on an index type `ι`, and the filter `l` says how the limit is taken, for example along a sequence of ever smoother densities. The hypothesis `hp` says that $p$ tends to zero through positive values, and `hα` that $\alpha$ tends to $a$.

That $\alpha\to1$ in a slowly varying density comes from the gradient expansion of $\tau$, which is not derived here; the limit of $\alpha$ is a hypothesis of the theorems. They also concern this single term, not the full exchange functional, which contains other $z$-dependent terms.

In the proof, `hq` is the limit of $q$, `hzq` the factorisation $z=pq$, and `hz` the limit $z\to0$. The limit of $c\,q^m/(1+z^2)^2$ is assembled from these, and `filter_upwards` restricts to $p>0$, where the $m+1$ powers of $p$ cancel.

```lean
/-- When `p → 0+` and `α → a > 0`, the exchange term with exponent `m` is of order `p^(m+1)`,
with limiting coefficient `c (5/(3a))^m`. -/
theorem zTerm_leading_order {ι : Type*} {l : Filter ι} {p α : ι → ℝ} {a : ℝ}
    (c : ℝ) (m : ℕ) (ha : 0 < a) (hp : Tendsto p l (𝓝[>] 0)) (hα : Tendsto α l (𝓝 a)) :
    Tendsto (fun i => zTerm c m (p i) (α i) / p i ^ (m + 1)) l
      (𝓝 (c * (5 / (3 * a)) ^ m)) := by
  obtain ⟨hp0, hpos⟩ := tendsto_nhdsWithin_iff.mp hp
  have hd : Tendsto (fun i => 5 * p i + 3 * α i) l (𝓝 (3 * a)) := by
    simpa using (hp0.const_mul 5).add (hα.const_mul 3)
  have h3a : 3 * a ≠ 0 := by positivity
  have hq : Tendsto (fun i => 5 / (5 * p i + 3 * α i)) l (𝓝 (5 / (3 * a))) :=
    tendsto_const_nhds.div hd h3a
  -- z = p q, where q has a finite limit
  have hzq : ∀ i, zRatio (p i) (α i) = p i * (5 / (5 * p i + 3 * α i)) := by
    intro i
    unfold zRatio
    ring
  have hz : Tendsto (fun i => zRatio (p i) (α i)) l (𝓝 0) := by
    have h := hp0.mul hq
    rw [zero_mul] at h
    exact h.congr fun i => (hzq i).symm
  have h := ((hq.pow m).const_mul c).div (((hz.pow 2).const_add 1).pow 2) (by norm_num)
  have e : c * (5 / (3 * a)) ^ m / (1 + (0 : ℝ) ^ 2) ^ 2 = c * (5 / (3 * a)) ^ m := by
    norm_num
  rw [e] at h
  refine h.congr' ?_
  filter_upwards [hpos] with i hi
  have hi' : 0 < p i := hi
  change c * (5 / (5 * p i + 3 * α i)) ^ m / (1 + zRatio (p i) (α i) ^ 2) ^ 2
    = zTerm c m (p i) (α i) / p i ^ (m + 1)
  have hzm : zRatio (p i) (α i) ^ m = p i ^ m * (5 / (5 * p i + 3 * α i)) ^ m := by
    rw [hzq, mul_pow]
  -- cancel the m + 1 powers of p
  rw [zTerm, hzm, eq_div_iff (pow_ne_zero _ hi'.ne')]
  generalize 5 / (5 * p i + 3 * α i) = q
  ring
```

Setting $\alpha=1$ throughout gives the explicit formula in $p$; the rest of the proof rearranges the fraction.

```lean
/-- At `α = 1`, where `z = 5p/(3+5p)`, the exchange term divided by `p^(m+1)` tends to
`c (5/3)^m` as `p → 0+`. -/
theorem zTerm_limit_alpha_one (c : ℝ) (m : ℕ) :
    Tendsto (fun p : ℝ => c * p * (5 * p / (3 + 5 * p)) ^ m /
      ((1 + (5 * p / (3 + 5 * p)) ^ 2) ^ 2 * p ^ (m + 1))) (𝓝[>] 0)
      (𝓝 (c * (5 / 3) ^ m)) := by
  have h := zTerm_leading_order (l := 𝓝[>] (0 : ℝ)) (p := fun x => x) (α := fun _ => 1)
    c m one_pos tendsto_id tendsto_const_nhds
  rw [mul_one] at h
  refine h.congr fun p => ?_
  simp only [zTerm, zRatio]
  rw [show 5 * p + 3 * 1 = 3 + 5 * p by ring]
  generalize 5 * p / (3 + 5 * p) = z
  rw [div_mul_eq_mul_div, div_div]
  congr 1
  ring
```

## One power later, and no more

The term with exponent $m+1$ is negligible on the scale $p^{m+1}$. The proof multiplies its own leading-order limit by $p\to0$.

```lean
/-- When `p → 0+` and `α → a > 0`, the term with exponent `m + 1` is negligible compared with
`p^(m+1)`. -/
theorem zTerm_succ_negligible {ι : Type*} {l : Filter ι} {p α : ι → ℝ} {a : ℝ}
    (c : ℝ) (m : ℕ) (ha : 0 < a) (hp : Tendsto p l (𝓝[>] 0)) (hα : Tendsto α l (𝓝 a)) :
    Tendsto (fun i => zTerm c (m + 1) (p i) (α i) / p i ^ (m + 1)) l (𝓝 0) := by
  obtain ⟨hp0, hpos⟩ := tendsto_nhdsWithin_iff.mp hp
  have h := (zTerm_leading_order c (m + 1) ha hp hα).mul hp0
  rw [mul_zero] at h
  refine h.congr' ?_
  filter_upwards [hpos] with i hi
  have hi' : p i ≠ 0 := ne_of_gt hi
  rw [pow_succ (p i) (m + 1)]
  field_simp
```

For $c>0$ the complementary statement multiplies a positive limit by $1/p$, which tends to infinity.

```lean
/-- When `c > 0`, `p → 0+` and `α → a > 0`, the term with exponent `m` divided by `p^(m+2)`
grows without bound. -/
theorem zTerm_order_sharp {ι : Type*} {l : Filter ι} {p α : ι → ℝ} {a c : ℝ}
    (hc : 0 < c) (m : ℕ) (ha : 0 < a) (hp : Tendsto p l (𝓝[>] 0))
    (hα : Tendsto α l (𝓝 a)) :
    Tendsto (fun i => zTerm c m (p i) (α i) / p i ^ (m + 2)) l atTop := by
  have hC : 0 < c * (5 / (3 * a)) ^ m := by positivity
  have hinv : Tendsto (fun i => (p i)⁻¹) l atTop := tendsto_inv_nhdsGT_zero.comp hp
  refine ((zTerm_leading_order c m ha hp hα).pos_mul_atTop hC hinv).congr fun i => ?_
  ring
```

The comparison of the two functionals keeps separate constants, `c` for TPSS and `c'` for revTPSS. Its three parts are the general results at $m=2$ and $m=3$ with $a=1$. For semilocal exchange in electronic-structure calculations, this describes how the term $T_m$ enters the slowly varying limit, provided $\alpha\to1$.

```lean
/-- When `p → 0+` and `α → 1`, the TPSS term (`m = 2`) is of order `p³` with coefficient
`25c/9`, while the revTPSS term (`m = 3`) vanishes relative to `p³` and has coefficient
`125c'/27` at order `p⁴`. -/
theorem revTPSS_delays_contamination {ι : Type*} {l : Filter ι} {p α : ι → ℝ}
    (c c' : ℝ) (hp : Tendsto p l (𝓝[>] 0)) (hα : Tendsto α l (𝓝 1)) :
    Tendsto (fun i => zTerm c 2 (p i) (α i) / p i ^ 3) l (𝓝 (25 * c / 9)) ∧
    Tendsto (fun i => zTerm c' 3 (p i) (α i) / p i ^ 3) l (𝓝 0) ∧
    Tendsto (fun i => zTerm c' 3 (p i) (α i) / p i ^ 4) l (𝓝 (125 * c' / 27)) := by
  refine ⟨?_, zTerm_succ_negligible c' 2 one_pos hp hα, ?_⟩
  · have h := zTerm_leading_order c 2 one_pos hp hα
    rwa [show c * (5 / (3 * 1)) ^ 2 = 25 * c / 9 by ring] at h
  · have h := zTerm_leading_order c' 3 one_pos hp hα
    rwa [show c' * (5 / (3 * 1)) ^ 3 = 125 * c' / 27 by ring] at h
```

## Where a single orbital removes the delay

A density made of a single real orbital has $\tau=\tau_W$, hence $\alpha=0$ and $z=1$ for every $p\neq0$. The term is then $cp/4$ whatever the exponent, so changing $m$ from 2 to 3 delays nothing there.

```lean
/-- At `α = 0` and `p ≠ 0`, the exchange term divided by `p` equals `c/4` for every
exponent `m`. -/
theorem zTerm_alpha_zero (c : ℝ) (m : ℕ) {p : ℝ} (hp : p ≠ 0) :
    zTerm c m p 0 / p = c / 4 := by
  have hz : zRatio p 0 = 1 := by
    rw [zRatio, mul_zero, add_zero, div_self (mul_ne_zero (by norm_num) hp)]
  rw [zTerm, hz, mul_div_assoc, div_self hp]
  simp only [one_pow]
  norm_num

end

end TPSSGradientContamination
```

```lean
#print axioms TPSSGradientContamination.zTerm_limit_alpha_one
-- 'TPSSGradientContamination.zTerm_limit_alpha_one' depends on axioms: [propext, Classical.choice, Quot.sound]
#print axioms TPSSGradientContamination.zTerm_order_sharp
-- 'TPSSGradientContamination.zTerm_order_sharp' depends on axioms: [propext, Classical.choice, Quot.sound]
#print axioms TPSSGradientContamination.revTPSS_delays_contamination
-- 'TPSSGradientContamination.revTPSS_delays_contamination' depends on axioms: [propext, Classical.choice, Quot.sound]
#print axioms TPSSGradientContamination.zTerm_alpha_zero
-- 'TPSSGradientContamination.zTerm_alpha_zero' depends on axioms: [propext, Classical.choice, Quot.sound]
```
